# A stiff harmonic restraint makes a scan energy too low by the squared slope over the force constant, to leading order

What counts as the result of a restrained optimization? Here it is a global minimizer of the energy plus the restraint. For every force constant k > 0 one such minimizer q_k is picked. If there are several, any of them will do, and q_k need not vary continuously with k. The energy W is a function of a single real coordinate q, continuously differentiable and bounded below. The target value of the coordinate is s, and the function being minimized is

E_k(q) = W(q) + k(q − s)²/2.

With W′ for the derivative of W, the result for k → ∞ is

k(q_k − s) → −W′(s)

k(W(s) − W(q_k)) → W′(s)².

If W′(s) ≠ 0, the scan energy W(q_k) is therefore below the wanted value W(s) by W′(s)²/k to leading order, and it is strictly below W(s) at every k > 0.

## Scan profiles that print W(q_k) against s

A program that drives a coordinate with a harmonic penalty, and then prints the energy without the penalty next to the target value, relies on W(q_k) being close to W(s). For a potential energy profile in one coordinate, whether it comes from electronic structure or from a force field, the second limit gives the size and sign of the discrepancy. The leading term W′(s)²/k vanishes at stationary points of W and is largest where the profile is steepest, so a sufficiently stiff restraint distorts the flanks of a barrier more than its top. With a soft restraint the minimizer can slide off the top, and the error there can be large.

Two remedies need no further energy evaluation. The first is to plot W(q_k) against q_k instead of s, since that point lies on the curve. The second is to keep s and add twice the restraint energy:

W(q_k) + 2 · k(q_k − s)²/2 = W(s) + o(1/k),

where o(1/k) is an error that vanishes faster than 1/k. Printing the total E_k(q_k) amounts to adding the restraint energy once, which removes only half of the leading error: the total is low by W′(s)²/(2k).

The factor ½ in the restraint matters when k is read from an input file. If a program defines the penalty as K(q − s)², then k = 2K and the leading error is W′(s)²/(2K). The rule "add twice the restraint energy" is the same in both conventions.

## From force balance to the energy error

**A minimizer exists.** Let m be a lower bound of W, and set R = 1 + 2(W(s) − m)/k, so that R ≥ 1. On the closed interval [s − R, s + R] the continuous function E_k attains a minimum at some q, and E_k(q) ≤ E_k(s) = W(s). Outside the interval (x − s)² ≥ R² ≥ R, hence

E_k(x) ≥ m + kR/2 = m + k/2 + W(s) − m > W(s).

So q is a global minimizer.

**The energy drop bounds the restraint energy.** Comparing a minimizer q with the point s gives W(q) + k(q − s)²/2 ≤ W(s), that is,

k(q − s)²/2 ≤ W(s) − W(q).

**The forces balance.** The derivative of E_k vanishes at q, so

k(q − s) = −W′(q).

If W′(s) ≠ 0, then q ≠ s, because q = s would give W′(s) = 0. The left side of the previous inequality is then positive, and W(q) < W(s).

**The minimizers approach the target.** Since W(q_k) ≥ m, the same inequality gives

0 ≤ (q_k − s)² ≤ 2(W(s) − m)/k → 0.

**The first limit.** By force balance k(q_k − s) = −W′(q_k). As q_k → s and W′ is continuous, the right side tends to −W′(s).

**The second limit.** Let D(q) = (W(q) − W(s))/(q − s) for q ≠ s, and D(s) = W′(s). Then D is continuous at s, and W(q) − W(s) = (q − s)D(q) for every q. Hence

k(W(s) − W(q_k)) = −[k(q_k − s)] · D(q_k) → W′(s) · W′(s).

**The total and the corrected energy.** Both follow by subtracting a multiple of the squared first limit:

k(W(s) − E_k(q_k)) = k(W(s) − W(q_k)) − [k(q_k − s)]²/2 → W′(s)²/2

k(W(s) − W(q_k) − k(q_k − s)²) = k(W(s) − W(q_k)) − [k(q_k − s)]² → 0.

By force balance, the correction k(q_k − s)² equals W′(q_k)(s − q_k). Adding it is a linear extrapolation of W from q_k to s.

## A harmonic well with k = 9 and k = 99

Take W(q) = q²/2 and s = 1, in arbitrary units, so that W(s) = 0.5 and W′(s) = 1. Force balance reads k(q − 1) = −q, which gives q_k = k/(k + 1).

For k = 9, q_k = 0.9 and W(q_k) = 0.405. The scan energy is low by 0.095, where the leading term 1/k predicts 0.111. The restraint energy is 0.045, so the total is 0.45 and the corrected energy is 0.405 + 0.09 = 0.495, low by 0.005.

For k = 99, q_k = 0.99 and W(q_k) = 0.49005. The scan energy is low by 0.00995, and k times this is 0.985, close to the limit 1. The corrected energy is 0.49995, low by 0.00005.

## The Lean file

```lean
import Mathlib

open Filter Topology

namespace RestrainedScan

/-- The energy `W` of an internal coordinate `q` plus a harmonic restraint of force constant `k`
centred at the target value `s`. -/
noncomputable def restrainedEnergy (W : ℝ → ℝ) (k s q : ℝ) : ℝ :=
  W q + k * (q - s) ^ 2 / 2

/-- The coordinate value `q` is a global minimizer of the restrained energy. -/
def IsRestrainedMin (W : ℝ → ℝ) (k s q : ℝ) : Prop :=
  ∀ x, restrainedEnergy W k s q ≤ restrainedEnergy W k s x

/-- For a continuous energy that is bounded below and a positive force constant, the restrained
energy has a global minimizer. -/
theorem exists_restrainedMin {W : ℝ → ℝ} (hW : Continuous W)
    (hb : BddBelow (Set.range W)) {k : ℝ} (hk : 0 < k) (s : ℝ) :
    ∃ q, IsRestrainedMin W k s q := by
  obtain ⟨m, hm⟩ := hb
  have hm' : ∀ x, m ≤ W x := fun x => hm ⟨x, rfl⟩
  -- with this `c`, the restraint alone outweighs `W s - m` beyond the radius `R = 1 + c`
  obtain ⟨c, hc⟩ : ∃ c, c = 2 * (W s - m) / k := ⟨_, rfl⟩
  have hc0 : 0 ≤ c := by
    rw [hc]
    exact div_nonneg (by linarith [hm' s]) hk.le
  have hck : c * k = 2 * (W s - m) := by
    rw [hc]
    exact div_mul_cancel₀ _ hk.ne'
  obtain ⟨R, hR⟩ : ∃ R, R = 1 + c := ⟨_, rfl⟩
  have hR1 : 1 ≤ R := by linarith
  have hkR : k * R = k + 2 * (W s - m) := by
    rw [hR]
    linear_combination hck
  have hcont : Continuous (restrainedEnergy W k s) := by
    show Continuous (fun q => W q + k * (q - s) ^ 2 / 2)
    fun_prop
  have hs : s ∈ Set.Icc (s - R) (s + R) := ⟨by linarith, by linarith⟩
  obtain ⟨q, _, hq⟩ := (isCompact_Icc : IsCompact (Set.Icc (s - R) (s + R))).exists_isMinOn
    ⟨s, hs⟩ hcont.continuousOn
  refine ⟨q, fun x => ?_⟩
  by_cases hx : x ∈ Set.Icc (s - R) (s + R)
  · exact isMinOn_iff.mp hq x hx
  · have hqs := isMinOn_iff.mp hq s hs
    have hsq : R ^ 2 ≤ (x - s) ^ 2 := by
      by_contra h
      have h' := not_le.mp h
      exact hx ⟨by nlinarith, by nlinarith⟩
    have h1 := mul_le_mul_of_nonneg_left hsq hk.le
    have h2 : k * R ≤ k * R ^ 2 := mul_le_mul_of_nonneg_left (by nlinarith) hk.le
    refine hqs.trans ?_
    unfold restrainedEnergy
    have h3 : k * (s - s) ^ 2 / 2 = 0 := by ring
    linarith [hm' x]

/-- At a restrained minimizer the restraint energy is at most the amount by which `W` there
lies below its value at the target. -/
theorem restraint_le_energy_drop {W : ℝ → ℝ} {k s q : ℝ} (hq : IsRestrainedMin W k s q) :
    k * (q - s) ^ 2 / 2 ≤ W s - W q := by
  have h := hq s
  unfold restrainedEnergy at h
  have h3 : k * (s - s) ^ 2 / 2 = 0 := by ring
  linarith

/-- Force balance: for differentiable `W`, the restraint force at a restrained minimizer cancels
the force `-W'(q)`. -/
theorem force_balance {W : ℝ → ℝ} (hW : Differentiable ℝ W) {k s q : ℝ}
    (hq : IsRestrainedMin W k s q) : k * (q - s) = -deriv W q := by
  have h := (hasDerivAt_id' q).sub_const s
  have hder := (hW q).hasDerivAt.fun_add ((h.fun_mul h).const_mul (k / 2))
  have he : restrainedEnergy W k s = fun x => W x + k / 2 * ((x - s) * (x - s)) := by
    funext x
    unfold restrainedEnergy
    ring
  have hmin : IsLocalMin (restrainedEnergy W k s) q := Filter.Eventually.of_forall hq
  rw [he] at hmin
  have h0 := hmin.hasDerivAt_eq_zero hder
  linear_combination h0

/-- For differentiable `W` with nonzero slope at the target, the scan energy `W(q)` at a restrained
minimizer lies strictly below `W(s)` for every positive force constant. -/
theorem scan_energy_lt {W : ℝ → ℝ} (hW : Differentiable ℝ W) {k s q : ℝ} (hk : 0 < k)
    (hs : deriv W s ≠ 0) (hq : IsRestrainedMin W k s q) : W q < W s := by
  have hne : q - s ≠ 0 := by
    intro h
    have hqs : q = s := sub_eq_zero.mp h
    have hf := force_balance hW hq
    rw [h, hqs, mul_zero] at hf
    exact hs (by linarith)
  have hpos : 0 < k * (q - s) ^ 2 / 2 := by positivity
  linarith [restraint_le_energy_drop hq]

/-- If `W` is bounded below, restrained minimizers converge to the target as the force constant
tends to infinity. -/
theorem tendsto_target {W : ℝ → ℝ} (hb : BddBelow (Set.range W)) {s : ℝ} {q : ℝ → ℝ}
    (hq : ∀ k, 0 < k → IsRestrainedMin W k s (q k)) : Tendsto q atTop (𝓝 s) := by
  obtain ⟨m, hm⟩ := hb
  -- for `k > 0` the squared displacement is at most `2 (W s - m) / k`
  have hsq : Tendsto (fun k => (q k - s) ^ 2) atTop (𝓝 0) := by
    refine squeeze_zero' (g := fun k : ℝ => 2 * (W s - m) / k)
      (Filter.Eventually.of_forall fun k => sq_nonneg _) ?_
      (tendsto_const_nhds.div_atTop tendsto_id)
    filter_upwards [eventually_gt_atTop (0 : ℝ)] with k hk
    rw [le_div_iff₀ hk]
    have hmq : m ≤ W (q k) := hm ⟨q k, rfl⟩
    linarith [restraint_le_energy_drop (hq k hk)]
  have habs := hsq.sqrt
  simp only [Real.sqrt_sq_eq_abs, Real.sqrt_zero] at habs
  exact tendsto_iff_dist_tendsto_zero.2 (by simpa only [Real.dist_eq] using habs)

/-- Let `W` be continuously differentiable and bounded below, with `q k` a restrained minimizer for
each `k > 0`. As `k → ∞`, `k (q k - s)` tends to `-W'(s)` and `k (W(s) - W(q k))` to `W'(s)²`. -/
theorem restrained_scan_asymptotics {W : ℝ → ℝ} (hW : ContDiff ℝ 1 W)
    (hb : BddBelow (Set.range W)) {s : ℝ} {q : ℝ → ℝ}
    (hq : ∀ k, 0 < k → IsRestrainedMin W k s (q k)) :
    Tendsto (fun k => k * (q k - s)) atTop (𝓝 (-deriv W s)) ∧
      Tendsto (fun k => k * (W s - W (q k))) atTop (𝓝 (deriv W s ^ 2)) := by
  have hd : Differentiable ℝ W := hW.differentiable (by norm_num)
  have hqs := tendsto_target hb hq
  -- force balance and continuity of the force
  have hforce : Tendsto (fun k => k * (q k - s)) atTop (𝓝 (-deriv W s)) := by
    have h := (((hW.continuous_deriv le_rfl).tendsto s).comp hqs).neg
    refine h.congr' ?_
    filter_upwards [eventually_gt_atTop (0 : ℝ)] with k hk
    exact (force_balance hd (hq k hk)).symm
  refine ⟨hforce, ?_⟩
  -- the difference quotient of `W` between `s` and `q k` tends to `W'(s)`
  have hslope : Tendsto (fun k => dslope W s (q k)) atTop (𝓝 (deriv W s)) := by
    have h := (continuousAt_dslope_same.2 (hd s)).tendsto.comp hqs
    rw [dslope_same] at h
    exact h
  have h2 : deriv W s ^ 2 = -(-deriv W s * deriv W s) := by ring
  rw [h2]
  refine (hforce.mul hslope).neg.congr (fun k => ?_)
  have e := sub_smul_dslope W s (q k)
  rw [smul_eq_mul] at e
  linear_combination (-k) * e

/-- Let `W` be continuously differentiable and bounded below, with `q k` a restrained minimizer for
each `k > 0`. As `k → ∞`, `k` times the amount by which the minimum of the total restrained energy
lies below `W(s)` tends to `W'(s)² / 2`. -/
theorem total_energy_asymptotics {W : ℝ → ℝ} (hW : ContDiff ℝ 1 W)
    (hb : BddBelow (Set.range W)) {s : ℝ} {q : ℝ → ℝ}
    (hq : ∀ k, 0 < k → IsRestrainedMin W k s (q k)) :
    Tendsto (fun k => k * (W s - restrainedEnergy W k s (q k))) atTop
      (𝓝 (deriv W s ^ 2 / 2)) := by
  obtain ⟨h1, h2⟩ := restrained_scan_asymptotics hW hb hq
  have e : deriv W s ^ 2 / 2 = deriv W s ^ 2 - (-deriv W s) ^ 2 / 2 := by ring
  rw [e]
  refine (h2.sub ((h1.pow 2).div_const 2)).congr (fun k => ?_)
  unfold restrainedEnergy
  ring

/-- Let `W` be continuously differentiable and bounded below, with `q k` a restrained minimizer for
each `k > 0`. Adding twice the restraint energy to the scan energy `W(q k)` gives `W(s)` with an
error that vanishes faster than `1/k` as `k → ∞`. -/
theorem corrected_scan_energy {W : ℝ → ℝ} (hW : ContDiff ℝ 1 W)
    (hb : BddBelow (Set.range W)) {s : ℝ} {q : ℝ → ℝ}
    (hq : ∀ k, 0 < k → IsRestrainedMin W k s (q k)) :
    Tendsto (fun k => k * (W s - (W (q k) + 2 * (k * (q k - s) ^ 2 / 2)))) atTop (𝓝 0) := by
  obtain ⟨h1, h2⟩ := restrained_scan_asymptotics hW hb hq
  have e : (0 : ℝ) = deriv W s ^ 2 - (-deriv W s) ^ 2 := by ring
  rw [e]
  refine (h2.sub (h1.pow 2)).congr (fun k => ?_)
  ring

end RestrainedScan
```

```lean
#print axioms RestrainedScan.exists_restrainedMin
-- 'RestrainedScan.exists_restrainedMin' depends on axioms: [propext, Classical.choice, Quot.sound]
#print axioms RestrainedScan.scan_energy_lt
-- 'RestrainedScan.scan_energy_lt' depends on axioms: [propext, Classical.choice, Quot.sound]
#print axioms RestrainedScan.total_energy_asymptotics
-- 'RestrainedScan.total_energy_asymptotics' depends on axioms: [propext, Classical.choice, Quot.sound]
#print axioms RestrainedScan.corrected_scan_energy
-- 'RestrainedScan.corrected_scan_energy' depends on axioms: [propext, Classical.choice, Quot.sound]
```

## What is guaranteed about the minimizers, and under which assumptions

`restrainedEnergy W k s q` is E_k(q), with the factor ½ fixed in the definition. `IsRestrainedMin W k s q` says that no real x has a lower restrained energy than q. In the limit theorems `q : ℝ → ℝ` is the chosen minimizer as a function of the force constant, and `hq` requires the minimizing property only for k > 0. By `exists_restrainedMin`, such a choice is available for every W that the limit theorems admit.

`ContDiff ℝ 1 W` means that W has a continuous derivative, so the force is continuous along the coordinate. `BddBelow (Set.range W)` means that the energy can't fall without limit. Some restriction on how fast W falls is needed: for W(q) = −q⁴ the restrained energy has no global minimum at any k. `Tendsto … atTop (𝓝 a)` is convergence to a as k → ∞ through the real numbers.

`restrained_scan_asymptotics` states the two main limits, `total_energy_asymptotics` the one for the total energy, and `corrected_scan_energy` the one for the corrected energy. At a finite force constant, `scan_energy_lt` gives the strict sign, but there is no explicit error bound. The limits alone don't say how large k must be for a given W. If W is twice continuously differentiable, Taylor's formula suggests a corrected error of about W″(s)W′(s)²/(2k²), a rate that goes beyond what the file establishes.

The model has one coordinate. A relaxed scan fits it if W(q) is the lowest energy over all other coordinates at fixed q, provided that this minimum exists and that W is continuously differentiable. Where the lowest conformer changes along the scan, W can have a kink, and the theorems then don't apply. W is also defined on the whole real line. A bond length, which is positive, needs an energy that is modified near zero and continued to negative values. For a torsion angle, the restraint uses the plain difference q − s, without wrapping by full turns.

Nor do the theorems describe an optimizer. A run that stops at a loose gradient threshold, or in a higher local minimum, does not return the q_k of the statement.

## How the lemmas carry the argument

`exists_restrainedMin` follows the interval argument above. `isCompact_Icc` with `exists_isMinOn` supplies the minimum inside, and the case split on `hx` deals with the points outside. `restraint_le_energy_drop` is the hypothesis `hq` evaluated at s.

In `force_balance`, the restraint is rewritten as a product, and `hder` holds the derivative of the sum. A global minimum is in particular a local one, so `hmin.hasDerivAt_eq_zero` sets that derivative to zero. `scan_energy_lt` combines these two lemmas.

`tendsto_target` squeezes the squared displacement between 0 and 2(W(s) − m)/k with `squeeze_zero'`, then takes square roots to obtain the distance |q_k − s|.

In `restrained_scan_asymptotics`, `hforce` is the first limit. It composes the continuous derivative with q_k → s and replaces −W′(q_k) by k(q_k − s) for positive k. Mathlib's `dslope W s` is the function D, with the derivative filled in at s, so the case q_k = s needs no separate treatment. The product of `hforce` and `hslope` gives the second limit, and the identity `sub_smul_dslope` turns it into an energy difference. The last two theorems combine these limits by algebra.

## Local minimizers instead of global ones

The statement could also have been modelled with local minimizers, which are closer to what a geometry optimizer finds. Force balance would survive, but convergence to the target would become an assumption. For W(q) = sin(q³), which is bounded, the restrained energy has local minima arbitrarily far from s at every k, because the slope of W oscillates with an amplitude that outgrows the restraint force.

Once q_k → s is assumed, both limits follow by the same argument, and the lower bound on W is no longer used. The sign of the error would change its status: for W′(s) ≠ 0 the scan energy would be known to lie below W(s) only for sufficiently large k, since a local minimizer need not have a lower restrained energy than the target point.
